# For a sum of d eigenvectors with distinct nonzero eigenvalues, the least residual-polynomial degree is d

Let $A$ be a linear map on a vector space $V$ over a field $K$, and let $r=\sum_i u_i$ be a sum of $d$ nonzero eigenvectors, $Au_i=\mu_i u_i$, with pairwise distinct $\mu_i$, called the active eigenvalues. A residual polynomial is a $p\in K[X]$ with $p(0)=1$, and it removes $r$ if $p(A)r=0$.

```lean
import Mathlib

open Polynomial

namespace KrylovResidualDegree

noncomputable section

variable {K V ι : Type*} [Field K] [AddCommGroup V] [Module K V] [Fintype ι]

/-- The vectors `u i` are nonzero eigenvectors of `A` with pairwise distinct
eigenvalues `μ i`. -/
structure ActiveModes (A : Module.End K V) (μ : ι → K) (u : ι → V) : Prop where
  eigen : ∀ i, A (u i) = μ i • u i
  ne_zero : ∀ i, u i ≠ 0
  distinct : Function.Injective μ

/-- The product of the factors `1 - X / μ i` over all active eigenvalues. -/
def residualPoly (μ : ι → K) : K[X] := ∏ i, (1 - C (μ i)⁻¹ * X)

variable {A : Module.End K V} {μ : ι → K} {u : ι → V}

/-- A polynomial in `A` removes the residual `∑ i, u i` exactly when it vanishes at every
active eigenvalue. -/
theorem annihilates_iff (h : ActiveModes A μ u) (p : K[X]) :
    aeval A p (∑ i, u i) = 0 ↔ ∀ i, p.eval (μ i) = 0 := by
  have hev : ∀ i, A.HasEigenvector (μ i) (u i) := fun i =>
    ⟨Module.End.mem_eigenspace_iff.mpr (h.eigen i), h.ne_zero i⟩
  -- each mode is multiplied by the value of the polynomial at its eigenvalue
  have hsum : aeval A p (∑ i, u i) = ∑ i, p.eval (μ i) • u i := by
    rw [map_sum]
    exact Finset.sum_congr rfl fun i _ => Module.End.aeval_apply_of_hasEigenvector (hev i)
  rw [hsum]
  constructor
  · intro h0
    have hli := Module.End.eigenvectors_linearIndependent' A μ h.distinct u hev
    exact Fintype.linearIndependent_iff.mp hli (fun i => p.eval (μ i)) h0
  · intro h0
    exact Finset.sum_eq_zero fun i _ => by rw [h0 i, zero_smul]

/-- A polynomial with value one at zero that removes the residual has degree at least the
number of active eigenvalues. -/
theorem card_le_natDegree (h : ActiveModes A μ u) {p : K[X]} (h1 : p.eval 0 = 1)
    (h0 : aeval A p (∑ i, u i) = 0) : Fintype.card ι ≤ p.natDegree := by
  by_contra hlt
  have hp : p = 0 := Polynomial.eq_zero_of_natDegree_lt_card_of_eval_eq_zero p h.distinct
    ((annihilates_iff h p).mp h0) (not_le.mp hlt)
  rw [hp, eval_zero] at h1
  exact zero_ne_one h1

/-- For nonzero active eigenvalues, `residualPoly μ` has value one at zero, removes the
residual, and has degree equal to the number of active eigenvalues. -/
theorem residualPoly_spec (h : ActiveModes A μ u) (hμ : ∀ i, μ i ≠ 0) :
    (residualPoly μ).natDegree = Fintype.card ι ∧ (residualPoly μ).eval 0 = 1 ∧
      aeval A (residualPoly μ) (∑ i, u i) = 0 := by
  have h1 : (residualPoly μ).eval 0 = 1 := by
    simp [residualPoly, eval_prod]
  have h0 : aeval A (residualPoly μ) (∑ i, u i) = 0 := by
    rw [annihilates_iff h]
    intro i
    rw [residualPoly, eval_prod]
    exact Finset.prod_eq_zero (Finset.mem_univ i) (by simp [hμ i])
  refine ⟨le_antisymm ?_ (card_le_natDegree h h1 h0), h1, h0⟩
  -- every factor is at most linear
  calc (residualPoly μ).natDegree
      ≤ ∑ i, (1 - C (μ i)⁻¹ * X : K[X]).natDegree := natDegree_prod_le _ _
    _ ≤ ∑ _i : ι, 1 := Finset.sum_le_sum fun i _ => by compute_degree
    _ = Fintype.card ι := by simp

/-- For a residual made of `d` eigenvectors with distinct nonzero eigenvalues, the least
degree of a polynomial `p` with `p(0) = 1` and `p(A) r = 0` is exactly `d`. -/
theorem isLeast_residual_degree (h : ActiveModes A μ u) (hμ : ∀ i, μ i ≠ 0) :
    IsLeast {n : ℕ | ∃ p : K[X], p.natDegree = n ∧ p.eval 0 = 1 ∧
      aeval A p (∑ i, u i) = 0} (Fintype.card ι) := by
  refine ⟨⟨residualPoly μ, residualPoly_spec h hμ⟩, ?_⟩
  rintro n ⟨p, rfl, h1, h0⟩
  exact card_le_natDegree h h1 h0

/-- A polynomial of degree at most the number of active eigenvalues that has value one at
zero and removes the residual is equal to `residualPoly μ`. -/
theorem eq_residualPoly (h : ActiveModes A μ u) (hμ : ∀ i, μ i ≠ 0) {p : K[X]}
    (hdeg : p.natDegree ≤ Fintype.card ι) (h1 : p.eval 0 = 1)
    (h0 : aeval A p (∑ i, u i) = 0) : p = residualPoly μ := by
  obtain ⟨rdeg, r1, r0⟩ := residualPoly_spec h hμ
  -- the nodes are zero together with the active eigenvalues
  let f : Option ι → K := fun o => o.elim 0 μ
  have hf : Function.Injective f := by
    rintro (_ | i) (_ | j) hij
    · rfl
    · exact (hμ j hij.symm).elim
    · exact (hμ i hij).elim
    · exact congrArg some (h.distinct hij)
  apply sub_eq_zero.mp
  refine Polynomial.eq_zero_of_natDegree_lt_card_of_eval_eq_zero _ hf ?_ ?_
  · rintro (_ | i)
    · change (p - residualPoly μ).eval 0 = 0
      rw [eval_sub, h1, r1, sub_self]
    · change (p - residualPoly μ).eval (μ i) = 0
      rw [eval_sub, (annihilates_iff h p).mp h0 i, (annihilates_iff h _).mp r0 i, sub_self]
  · rw [Fintype.card_option]
    exact Nat.lt_succ_of_le ((natDegree_sub_le _ _).trans (max_le hdeg rdeg.le))

/-- If one active eigenvalue is zero, no polynomial with value one at zero removes the
residual. -/
theorem no_residual_polynomial_of_zero_mode (h : ActiveModes A μ u) {i : ι}
    (hi : μ i = 0) : ¬ ∃ p : K[X], p.eval 0 = 1 ∧ aeval A p (∑ j, u j) = 0 := by
  rintro ⟨p, h1, h0⟩
  have hz := (annihilates_iff h p).mp h0 i
  rw [hi, h1] at hz
  exact one_ne_zero hz

/-- For nonzero active eigenvalues and `r = ∑ i, u i`, some combination `z` of `r, A r, ..., A^(m-1)
r` solves `A z = r` exactly when `m` is at least the number of active eigenvalues. -/
theorem krylov_correction_exact_iff (h : ActiveModes A μ u) (hμ : ∀ i, μ i ≠ 0) (m : ℕ) :
    (∃ c : ℕ → K, A (∑ k ∈ Finset.range m, c k • (A ^ k) (∑ i, u i)) = ∑ i, u i) ↔
      Fintype.card ι ≤ m := by
  constructor
  · rintro ⟨c, hc⟩
    -- the correction with coefficients c leaves the residual p(A) r
    let p : K[X] := 1 - ∑ k ∈ Finset.range m, C (c k) * X ^ (k + 1)
    have h1 : p.eval 0 = 1 := by simp [p, Polynomial.eval_finsetSum]
    have h0 : aeval A p (∑ i, u i) = 0 := by
      have hp : aeval A p = 1 - A * ∑ k ∈ Finset.range m, c k • A ^ k := by
        simp only [p, map_sub, map_one, map_sum, map_mul, aeval_C, map_pow, aeval_X,
          Finset.mul_sum, mul_smul_comm, ← Algebra.smul_def, pow_succ']
      rw [hp, LinearMap.sub_apply, Module.End.one_apply, Module.End.mul_apply,
        LinearMap.sum_apply]
      simp only [LinearMap.smul_apply]
      rw [hc, sub_self]
    refine (card_le_natDegree h h1 h0).trans ((natDegree_sub_le _ _).trans (max_le ?_ ?_))
    · simp
    · exact natDegree_sum_le_of_forall_le _ _ fun k hk =>
        (natDegree_C_mul_X_pow_le _ _).trans (Finset.mem_range.mp hk)
  · intro hm
    obtain ⟨rdeg, r1, r0⟩ := residualPoly_spec h hμ
    have hlt : (residualPoly μ).natDegree < m + 1 := by omega
    refine ⟨fun k => -(residualPoly μ).coeff (k + 1), ?_⟩
    -- separate the constant term, which equals one
    rw [aeval_eq_sum_range' hlt, Finset.sum_range_succ', coeff_zero_eq_eval_zero, r1] at r0
    simp only [LinearMap.add_apply, LinearMap.sum_apply, LinearMap.smul_apply, pow_zero,
      one_smul, Module.End.one_apply, pow_succ', Module.End.mul_apply] at r0
    simp only [neg_smul, Finset.sum_neg_distrib, map_neg, map_sum, map_smul] at r0 ⊢
    exact neg_eq_of_add_eq_zero_right r0

/-- The symmetric matrix with rows `(2, 1)` and `(1, 2)` has the active modes `(1, 1)` and
`(1, -1)` with the nonzero eigenvalues `3` and `1`. -/
theorem activeModes_witness :
    ActiveModes (Matrix.toLin' (!![2, 1; 1, 2] : Matrix (Fin 2) (Fin 2) ℚ))
      ![3, 1] ![![1, 1], ![1, -1]] ∧ ∀ i, (![3, 1] : Fin 2 → ℚ) i ≠ 0 := by
  refine ⟨⟨?_, ?_, ?_⟩, ?_⟩
  · intro i
    fin_cases i <;> ext j <;> fin_cases j <;>
      simp [Matrix.toLin'_apply, Matrix.mulVec, dotProduct, Fin.sum_univ_two] <;> norm_num
  · intro i
    fin_cases i <;> intro h <;> have h' := congrFun h 0 <;> simp at h'
  · intro i j h
    fin_cases i <;> fin_cases j <;> simp_all
  · intro i
    fin_cases i <;> simp

end

end KrylovResidualDegree
```

```lean
#print axioms KrylovResidualDegree.isLeast_residual_degree
#print axioms KrylovResidualDegree.eq_residualPoly
#print axioms KrylovResidualDegree.no_residual_polynomial_of_zero_mode
#print axioms KrylovResidualDegree.krylov_correction_exact_iff
```

```
'KrylovResidualDegree.isLeast_residual_degree' depends on axioms: [propext, Classical.choice, Quot.sound]
'KrylovResidualDegree.eq_residualPoly' depends on axioms: [propext, Classical.choice, Quot.sound]
'KrylovResidualDegree.no_residual_polynomial_of_zero_mode' depends on axioms: [propext, Classical.choice, Quot.sound]
'KrylovResidualDegree.krylov_correction_exact_iff' depends on axioms: [propext, Classical.choice, Quot.sound]
```

## Polynomials as Krylov corrections

Take a linear system $Ax=b$ with initial guess $x_0$ and residual $r=b-Ax_0$. A correction $z=\sum_{k<m}c_kA^kr$ changes the residual to
$$r-Az=p(A)r,\qquad p(X)=1-\sum_{k<m}c_kX^{k+1}.$$
The condition $p(0)=1$ therefore records that the original residual enters with coefficient one and that everything else comes from applying $A$ to the correction.

In Lean, `A : Module.End K V` is the linear map, the finite type `ι` labels the modes, and `Fintype.card ι` is $d$. The structure `ActiveModes A μ u` contains the eigenvalue equations, $u_i\neq0$ and the distinctness of the $\mu_i$. Components of $r$ that share an eigenvalue are collected into one $u_i$, so $d$ counts distinct eigenvalues and not dimensions. The expression `aeval A p` is $p(A)$.

The main theorem, `isLeast_residual_degree`, assumes in addition that every $\mu_i\neq0$, which means that the residual has no component in the kernel of $A$. `IsLeast` then says that degree $d$ is attained and that no smaller degree occurs. The space $V$ may be infinite-dimensional, and $A$ need not be symmetric. The hypothesis that $r$ is a finite sum of eigenvectors leaves out, for example, residuals whose component in some generalised eigenspace is nonzero but not an eigenvector.

For a linear or linearised response problem whose residual is a finite sum of eigenvectors with nonzero eigenvalues, `krylov_correction_exact_iff` gives the number of Krylov vectors needed for an exact solution in exact arithmetic: some $z$ in the span of $r,\dots,A^{m-1}r$ satisfies $Az=r$ exactly when $d\le m$. It does not say how small the residual can become before that.

## Counting roots at the active eigenvalues

Since $A^ku_i=\mu_i^ku_i$, linearity gives
$$p(A)r=\sum_i p(\mu_i)u_i.$$
Eigenvectors with distinct eigenvalues are independent: applying $\prod_{j\ne i}(A-\mu_j)$ to $\sum_j a_ju_j=0$ leaves $a_i\prod_{j\ne i}(\mu_i-\mu_j)u_i=0$, so $a_i=0$. Hence $p(A)r=0$ exactly when every $p(\mu_i)=0$. This is `annihilates_iff`, which takes the independence from Mathlib.

**Lower bound.** If $p$ removes $r$, it has $d$ distinct roots. If its degree were below $d$, it would be the zero polynomial, contradicting $p(0)=1$. This is `card_le_natDegree`.

**Attainment.** For nonzero $\mu_i$, set
$$p_*(X)=\prod_i\left(1-\frac{X}{\mu_i}\right).$$
Then $p_*(0)=1$ and $p_*(\mu_i)=0$, so $p_*$ removes $r$. It has $d$ factors of degree at most one, so its degree is at most $d$, and the lower bound makes it equal to $d$. `residualPoly_spec` follows these steps, and the main theorem combines the two bounds.

**Uniqueness.** If $p$ also removes $r$, with $p(0)=1$ and degree at most $d$, then $p-p_*$ vanishes at the $d+1$ distinct points $0,\mu_1,\dots,\mu_d$ and is zero. In `eq_residualPoly`, the type `Option ι` labels these points.

**A zero mode.** If some $\mu_i=0$, removal would require $p(0)=0$, so no residual polynomial works, as `no_residual_polynomial_of_zero_mode` states.

**The Krylov count.** If $Az=r$, the polynomial $p$ built from $z$ removes $r$ and has degree at most $m$, so $d\le m$. Conversely, write $p_*(X)=1+\sum_{k\ge1}a_kX^k$. For $d\le m$, the coefficients $c_k=-a_{k+1}$ turn $p_*(A)r=0$ into $Az=r$.

## Two modes worked out

`activeModes_witness` checks the modes $(1,1)$ and $(1,-1)$ of
$$A=\begin{pmatrix}2&1\\1&2\end{pmatrix},$$
with eigenvalues $3$ and $1$. Their sum is $r=(2,0)$, which has amplitude $\sqrt2$ along each normalised eigenvector $(1,\pm1)/\sqrt2$. Here
$$p_*(X)=(1-X/3)(1-X)=1-\tfrac43X+\tfrac13X^2.$$
The correction is $z=\tfrac43r-\tfrac13Ar=(\tfrac43,-\tfrac23)$, and indeed $Az=(2,0)$. One Krylov vector is not enough, because $A(cr)=c(4,2)$ never equals $(2,0)$.

## Normalisation at another point

The same root count applies if $p(0)=1$ is replaced by $p(s)=1$, with $s$ different from every $\mu_i$. The least degree is again $d$, attained by $\prod_i(X-\mu_i)/(s-\mu_i)$; here the $\mu_i$ may include zero. The case $s=1$ arises when $A$ is the linear part of a fixed-point iteration $x_{k+1}=Ax_k+g$ with a constant vector $g$, whose fixed points solve $(1-A)x=g$. Its residuals are $x_{k+1}-x_k=A^kr$ with $r=x_1-x_0$, and a combination of them with coefficients that sum to one is $p(A)r$ with $p(1)=1$.
